# D − B uniquely minimises Re tr((F − m)X) over projectors orthogonal to B, for FD = DF, m in a gap of F relative to D, and BD = B

All operators are complex matrices in a finite orthonormal basis with ⟨x, y⟩ = Σᵢ x̄ᵢ yᵢ, a projector is a matrix P with P† = P and P² = P, and a real number m multiplies the unit matrix wherever it is subtracted from a matrix. F is a fixed one-electron operator, D the projector on the occupied space of the whole system, B the projector on the part of that space assigned to the environment, and X a trial projector for the subsystem. That m lies in a gap of F relative to D means that Re⟨x, Fx⟩ < m for every unit vector x with Dx = x and Re⟨x, Fx⟩ > m for every unit vector x with Dx = 0.

In Lean 4 with Mathlib:

```lean
import Mathlib

open Matrix
open scoped ComplexOrder

namespace ProjectorEmbedding

noncomputable section

variable {n : Type*} [Fintype n] [DecidableEq n]

/-- An orthogonal projector (idempotent density matrix): Hermitian and idempotent. -/
structure IsProj (P : Matrix n n ℂ) : Prop where
  herm : P.IsHermitian
  idem : P * P = P

/-- Real part of the expectation value `⟨x, F x⟩`. -/
def expect (F : Matrix n n ℂ) (x : n → ℂ) : ℝ := (star x ⬝ᵥ F *ᵥ x).re

/-- The operator `F - m`, shifted by the chemical potential `m`. -/
def shifted (F : Matrix n n ℂ) (m : ℝ) : Matrix n n ℂ := F - (m : ℂ) • (1 : Matrix n n ℂ)

/-- The functional `Re tr((F - m) X)`. -/
def grand (F : Matrix n n ℂ) (m : ℝ) (X : Matrix n n ℂ) : ℝ := (trace (shifted F m * X)).re

/-- `F` commutes with `D`, and `Re ⟨x, F x⟩` lies below `m` on unit vectors with `D x = x` and above
`m` on unit vectors with `D x = 0`. -/
structure GappedAt (F D : Matrix n n ℂ) (m : ℝ) : Prop where
  comm : F * D = D * F
  occ : ∀ x, star x ⬝ᵥ x = 1 → D *ᵥ x = x → expect F x < m
  virt : ∀ x, star x ⬝ᵥ x = 1 → D *ᵥ x = 0 → m < expect F x

/-- A subsystem density matrix: a projector orthogonal to the environment projector `B`. -/
def Admissible (B X : Matrix n n ℂ) : Prop := IsProj X ∧ X * B = 0

/-- For Hermitian `F` and `X` the trace `tr((F - m) X)` equals its real part. -/
theorem grand_real {F X : Matrix n n ℂ} (m : ℝ) (hF : F.IsHermitian) (hX : X.IsHermitian) :
    ((grand F m X : ℝ) : ℂ) = trace (shifted F m * X) := by
  have hG : (shifted F m)ᴴ = shifted F m := by
    simp [shifted, conjTranspose_sub, conjTranspose_smul, hF.eq]
  have h : star (trace (shifted F m * X)) = trace (shifted F m * X) := by
    rw [← trace_conjTranspose, conjTranspose_mul, hX.eq, hG, trace_mul_comm]
  exact Complex.conj_eq_iff_re.1 h

/-- The complement `1 - P` of an idempotent is idempotent. -/
theorem compl_idem {P : Matrix n n ℂ} (h : P * P = P) : (1 - P) * (1 - P) = 1 - P := by
  calc (1 - P) * (1 - P) = 1 - P - P + P * P := by noncomm_ring
    _ = 1 - P := by rw [h]; abel

omit [DecidableEq n] in
/-- `Re tr(G M M†)` is the sum of `Re ⟨x, G x⟩` over the columns `x` of `M`. -/
theorem trace_cols (G M : Matrix n n ℂ) :
    (trace (G * (M * Mᴴ))).re = ∑ j, expect G (fun i => M i j) := by
  have h : trace (Mᴴ * (G * M)) = ∑ j, star (fun i => M i j) ⬝ᵥ G *ᵥ (fun i => M i j) := by
    rfl
  rw [← mul_assoc, trace_mul_comm, h, Complex.re_sum]
  rfl

/-- A nonzero vector has a positive rescaling `c x` of unit norm, and
`⟨c x, F c x⟩ - m = c² ⟨x, (F - m) x⟩` in real parts. -/
theorem shifted_normalise (F : Matrix n n ℂ) (m : ℝ) (x : n → ℂ) (hx : x ≠ 0) :
    ∃ c : ℝ, 0 < c ∧ star ((c : ℂ) • x) ⬝ᵥ ((c : ℂ) • x) = 1 ∧
      expect F ((c : ℂ) • x) - m = c * c * expect (shifted F m) x := by
  obtain ⟨r, hr0, hr⟩ : ∃ r : ℝ, 0 ≤ r ∧ star x ⬝ᵥ x = (r : ℂ) := by
    refine ⟨∑ i, Complex.normSq (x i), Finset.sum_nonneg fun i _ => Complex.normSq_nonneg _, ?_⟩
    rw [dotProduct, Complex.ofReal_sum]
    refine Finset.sum_congr rfl fun i _ => ?_
    rw [Complex.normSq_eq_conj_mul_self]
    rfl
  have hne : r ≠ 0 := fun h => hx (dotProduct_star_self_eq_zero.1 (by rw [hr, h]; simp))
  obtain ⟨c, hc0, hc⟩ : ∃ c : ℝ, 0 < c ∧ c * c * r = 1 :=
    ⟨(Real.sqrt r)⁻¹, inv_pos.2 (Real.sqrt_pos.2 (lt_of_le_of_ne hr0 hne.symm)), by
      rw [← mul_inv, Real.mul_self_sqrt hr0, inv_mul_cancel₀ hne]⟩
  have hs : ∀ y : n → ℂ,
      star ((c : ℂ) • x) ⬝ᵥ ((c : ℂ) • y) = ((c * c : ℝ) : ℂ) * (star x ⬝ᵥ y) := by
    intro y
    rw [star_smul, smul_dotProduct, dotProduct_smul]
    simp only [smul_eq_mul, Complex.star_def, Complex.conj_ofReal]
    push_cast
    ring
  have h1 : ((m : ℂ) • (1 : Matrix n n ℂ)) *ᵥ x = (m : ℂ) • x := by
    rw [Matrix.smul_mulVec, one_mulVec]
  refine ⟨c, hc0, by rw [hs, hr]; exact_mod_cast hc, ?_⟩
  unfold expect shifted
  rw [mulVec_smul, hs, sub_mulVec, h1, dotProduct_sub, dotProduct_smul, hr, Complex.re_ofReal_mul]
  simp only [smul_eq_mul, Complex.sub_re, ← Complex.ofReal_mul, Complex.ofReal_re]
  linear_combination m * hc

/-- Under the gap condition `Re ⟨x, (F - m) x⟩` is negative on nonzero vectors with `D x = x` and
positive on nonzero vectors with `D x = 0`. -/
theorem gap_sign {F D : Matrix n n ℂ} {m : ℝ} (h : GappedAt F D m) (x : n → ℂ) (hx : x ≠ 0) :
    (D *ᵥ x = x → expect (shifted F m) x < 0) ∧ (D *ᵥ x = 0 → 0 < expect (shifted F m) x) := by
  obtain ⟨c, hc, hu, he⟩ := shifted_normalise F m x hx
  constructor
  · intro hk
    have h1 := h.occ _ hu (by rw [mulVec_smul, hk])
    have hp : 0 < c * c * (-expect (shifted F m) x) := by linarith
    have h2 := (mul_pos_iff_of_pos_left (mul_pos hc hc)).1 hp
    linarith
  · intro hk
    have h1 := h.virt _ hu (by rw [mulVec_smul, hk, smul_zero])
    have hp : 0 < c * c * expect (shifted F m) x := by linarith
    exact (mul_pos_iff_of_pos_left (mul_pos hc hc)).1 hp

omit [DecidableEq n] in
/-- If `s Re ⟨x, G x⟩ > 0` for every nonzero column `x` of `M`, then `s Re tr(G M M†)` is
nonnegative and vanishes only for `M = 0`. -/
theorem sign_of_columns (G M : Matrix n n ℂ) (s : ℝ)
    (h : ∀ j, (fun i => M i j) ≠ 0 → 0 < s * expect G (fun i => M i j)) :
    0 ≤ s * (trace (G * (M * Mᴴ))).re ∧ (s * (trace (G * (M * Mᴴ))).re = 0 → M = 0) := by
  rw [trace_cols, Finset.mul_sum]
  have h0 : ∀ j ∈ Finset.univ, 0 ≤ s * expect G (fun i => M i j) := by
    intro j _
    by_cases hj : (fun i => M i j) = 0
    · rw [hj]; simp [expect]
    · exact (h j hj).le
  refine ⟨Finset.sum_nonneg h0, fun hz => ?_⟩
  ext i j
  by_contra hne
  have h1 := (Finset.sum_eq_zero_iff_of_nonneg h0).1 hz j (Finset.mem_univ j)
  exact (h j fun e => hne (congrFun e i)).ne' h1

/-- For projectors `D` and `B`, the difference `D - B` is a projector orthogonal to `B`
exactly when `B D = B`. -/
theorem admissible_iff {D B : Matrix n n ℂ} (hD : IsProj D) (hB : IsProj B) :
    Admissible B (D - B) ↔ B * D = B := by
  constructor
  · rintro ⟨_, h⟩
    rw [sub_mul, hB.idem, sub_eq_zero] at h
    have h' := congrArg conjTranspose h
    rwa [conjTranspose_mul, hB.herm.eq, hD.herm.eq] at h'
  · intro h
    have h' := congrArg conjTranspose h
    rw [conjTranspose_mul, hB.herm.eq, hD.herm.eq] at h'
    refine ⟨⟨hD.herm.sub hB.herm, ?_⟩, by rw [sub_mul, h', hB.idem, sub_self]⟩
    calc (D - B) * (D - B) = D * D - D * B - B * D + B * B := by noncomm_ring
      _ = D - B := by rw [hD.idem, h', h, hB.idem]; abel

/-- For `G` commuting with `D` and admissible `X`, the excess `tr(G X) - tr(G (D - B))` equals
`tr(G V V†) - tr(G W W†)` with `V = (1 - D) X` and `W = (D - B)(1 - X)`. -/
theorem excess_identity {G D B X : Matrix n n ℂ} (hG : G * D = D * G) (hD : IsProj D)
    (hB : IsProj B) (hBD : B * D = B) (hX : Admissible B X) :
    trace (G * X) - trace (G * (D - B)) =
      trace (G * ((1 - D) * X * ((1 - D) * X)ᴴ)) -
        trace (G * ((D - B) * (1 - X) * ((D - B) * (1 - X))ᴴ)) := by
  obtain ⟨hX, hXB⟩ := hX
  have hA := ((admissible_iff hD hB).2 hBD).1.idem
  have hBX := congrArg conjTranspose hXB
  rw [conjTranspose_mul, hB.herm.eq, hX.herm.eq, conjTranspose_zero] at hBX
  -- an idempotent commuting with `G` moves round the trace
  have key : ∀ P : Matrix n n ℂ, P * P = P → G * P = P * G →
      trace (G * (P * X * P)) = trace (G * (P * X)) := by
    intro P hP hc
    calc trace (G * (P * X * P)) = trace (G * (P * X) * P) := congrArg trace (by noncomm_ring)
      _ = trace (P * (G * (P * X))) := trace_mul_comm _ _
      _ = trace (G * (P * X)) :=
        congrArg trace (by rw [← mul_assoc, ← hc, mul_assoc, ← mul_assoc P, hP])
  have e1 : (1 - D) * X * ((1 - D) * X)ᴴ = (1 - D) * X * (1 - D) := by
    rw [conjTranspose_mul, conjTranspose_sub, conjTranspose_one, hD.herm.eq, hX.herm.eq,
      ← mul_assoc, mul_assoc (1 - D) X X, hX.idem]
  -- orthogonality to the environment turns `(D - B) X (D - B)` into `D X D`
  have e2 : (D - B) * (1 - X) * ((D - B) * (1 - X))ᴴ = (D - B) - D * X * D := by
    simp only [conjTranspose_mul, conjTranspose_sub, conjTranspose_one, hD.herm.eq, hX.herm.eq,
      hB.herm.eq]
    calc (D - B) * (1 - X) * ((1 - X) * (D - B))
        = (D - B) * ((1 - X) * (1 - X)) * (D - B) := by simp only [mul_assoc]
      _ = (D - B) * (D - B) - D * X * D + D * (X * B) + (B * X) * (D - B) := by
        rw [compl_idem hX.idem]; noncomm_ring
      _ = (D - B) - D * X * D := by rw [hA, hXB, hBX]; simp
  have hQ : G * (1 - D) = (1 - D) * G := by rw [mul_sub, sub_mul, hG]; simp
  have e3 : G * ((1 - D) * X) = G * X - G * (D * X) := by noncomm_ring
  rw [e1, e2, key _ (compl_idem hD.idem) hQ, mul_sub G (D - B) (D * X * D), trace_sub,
    key D hD.idem hG, e3, trace_sub]
  ring

/-- If `m` lies in the gap of `F` relative to the projector `D` and the projector `B` obeys
`B D = B`, then `D - B` is admissible and is the unique minimiser of `Re tr((F - m) X)` over
projectors `X` with `X B = 0`. -/
theorem embedded_density_unique_min {F D B : Matrix n n ℂ} {m : ℝ} (hgap : GappedAt F D m)
    (hD : IsProj D) (hB : IsProj B) (hBD : B * D = B) :
    Admissible B (D - B) ∧ ∀ X, Admissible B X →
      grand F m (D - B) ≤ grand F m X ∧ (grand F m X = grand F m (D - B) → X = D - B) := by
  refine ⟨(admissible_iff hD hB).2 hBD, fun X hX => ?_⟩
  have hG : shifted F m * D = D * shifted F m := by
    rw [shifted, sub_mul, mul_sub, hgap.comm]; simp
  have hex := congrArg Complex.re (excess_identity hG hD hB hBD hX)
  simp only [Complex.sub_re] at hex
  have hDB := congrArg conjTranspose hBD
  rw [conjTranspose_mul, hB.herm.eq, hD.herm.eq] at hDB
  have hBX := congrArg conjTranspose hX.2
  rw [conjTranspose_mul, hB.herm.eq, hX.1.herm.eq, conjTranspose_zero] at hBX
  -- columns of `V` are virtual, columns of `W` are occupied
  have hV : D * ((1 - D) * X) = 0 := by rw [← mul_assoc, mul_sub, hD.idem]; simp
  have hW : D * ((D - B) * (1 - X)) = (D - B) * (1 - X) := by
    rw [← mul_assoc, mul_sub D D B, hD.idem, hDB]
  obtain ⟨p1, q1⟩ := sign_of_columns (shifted F m) ((1 - D) * X) 1 fun j hj => by
    have h := (gap_sign hgap _ hj).2 (funext fun i => congrFun (congrFun hV i) j)
    linarith
  obtain ⟨p2, q2⟩ := sign_of_columns (shifted F m) ((D - B) * (1 - X)) (-1) fun j hj => by
    have h := (gap_sign hgap _ hj).1 (funext fun i => congrFun (congrFun hW i) j)
    linarith
  unfold grand
  refine ⟨by linarith, fun he => ?_⟩
  have h1 := q1 (by linarith)
  have h2 := q2 (by linarith)
  calc X = (1 - D) * X + B * X - (D - B) * (1 - X) + (D - B) := by noncomm_ring
    _ = D - B := by rw [h1, h2, hBX]; simp

/-- Diagonal three-level operator with entries `-2, -1, 1`. -/
def wF : Matrix (Fin 3) (Fin 3) ℂ := diagonal ![-2, -1, 1]

/-- Projector on the first two basis vectors. -/
def wD : Matrix (Fin 3) (Fin 3) ℂ := diagonal ![1, 1, 0]

/-- Projector on the symmetric combination of the first two basis vectors. -/
def wB : Matrix (Fin 3) (Fin 3) ℂ := !![1 / 2, 1 / 2, 0; 1 / 2, 1 / 2, 0; 0, 0, 0]

/-- The three-level model meets all hypotheses at `m = 0`, with Hermitian `F` and an
environment projector that does not commute with `F`. -/
theorem embedding_witness : wF.IsHermitian ∧ GappedAt wF wD 0 ∧ IsProj wD ∧ IsProj wB ∧
    wB * wD = wB ∧ wF * wB ≠ wB * wF := by
  refine ⟨?_, ⟨?_, ?_, ?_⟩, ⟨?_, ?_⟩, ⟨?_, ?_⟩, ?_, ?_⟩
  · show wFᴴ = wF
    rw [wF, diagonal_conjTranspose]; congr 1; funext i; fin_cases i <;> simp
  · rw [wF, wD, diagonal_mul_diagonal, diagonal_mul_diagonal]
    congr 1; funext i; exact mul_comm _ _
  · intro x hu h
    have h2 : x 2 = 0 := by simpa [wD, mulVec_diagonal] using (congrFun h 2).symm
    have hn := congrArg Complex.re hu
    simp [dotProduct, Fin.sum_univ_three, h2] at hn
    simp [expect, wF, dotProduct, Fin.sum_univ_three, mulVec_diagonal, h2]
    nlinarith [mul_self_nonneg (x 0).re, mul_self_nonneg (x 0).im]
  · intro x hu h
    have h0 : x 0 = 0 := by simpa [wD, mulVec_diagonal] using congrFun h 0
    have h1 : x 1 = 0 := by simpa [wD, mulVec_diagonal] using congrFun h 1
    have hn := congrArg Complex.re hu
    simp [dotProduct, Fin.sum_univ_three, h0, h1] at hn
    simp [expect, wF, dotProduct, Fin.sum_univ_three, mulVec_diagonal, h0, h1]
    nlinarith
  · show wDᴴ = wD
    rw [wD, diagonal_conjTranspose]; congr 1; funext i; fin_cases i <;> simp
  · rw [wD, diagonal_mul_diagonal]; congr 1; funext i; fin_cases i <;> simp
  · show wBᴴ = wB
    ext i j; fin_cases i <;> fin_cases j <;> simp [wB, conjTranspose_apply]
  · ext i j
    fin_cases i <;> fin_cases j <;> simp [wB, Matrix.mul_apply, Fin.sum_univ_succ] <;> norm_num
  · ext i j; fin_cases i <;> fin_cases j <;> simp [wB, wD, mul_diagonal]
  · intro h
    have h1 := congrFun (congrFun h 0) 1
    norm_num [wF, wB, diagonal_mul, mul_diagonal] at h1

end

end ProjectorEmbedding
```

```lean
#print axioms ProjectorEmbedding.grand_real
#print axioms ProjectorEmbedding.embedded_density_unique_min
```

```
'ProjectorEmbedding.grand_real' depends on axioms: [propext, Classical.choice, Quot.sound]
'ProjectorEmbedding.embedded_density_unique_min' depends on axioms: [propext, Classical.choice, Quot.sound]
```

## Projectors, the shifted energy and the gap condition

The basis is labelled by the finite type `n`, of any size. `IsProj P` says that P is Hermitian and idempotent, so P is a density matrix with occupations 0 and 1. This is the normalisation without the closed-shell factor 2, as for spin orbitals, with an overlap matrix equal to the identity. `expect F x` is Re⟨x, Fx⟩, `shifted F m` is G = F − m, and `grand F m X` is

Ω(X) = Re tr((F − m)X).

The constant m is a chemical potential. The trace of X is left free, and the term −m tr X prices each electron added to the subsystem.

`GappedAt F D m` has three fields. `comm` is FD = DF, which states that F has no matrix elements between occupied and virtual vectors, as at a converged mean-field solution. `occ` requires Re⟨x, Fx⟩ < m for every unit x with Dx = x, and `virt` requires Re⟨x, Fx⟩ > m for every unit x with Dx = 0. For Hermitian F this means that every occupied level lies strictly below m and every virtual level strictly above it, which is aufbau filling with a gap. If D = 0 or D = 1, one of the two conditions is empty and the theorem still applies. The gap is assumed, not derived. `Admissible B X` says that X is a projector with XB = 0, so the subsystem orbitals are exactly orthogonal to the environment orbitals.

## D − B as minimiser, and its place in embedding

Write A = D − B. For projectors D and B with `B * D = B` and F gapped at m, `embedded_density_unique_min` states that A is admissible, that Ω(A) ≤ Ω(X) for every admissible X, and that Ω(X) = Ω(A) forces X = A. The hypothesis BD = B places the range of B inside the occupied space, and `admissible_iff` shows that it is equivalent to admissibility of D − B.

F is not assumed Hermitian in the main theorem, since real parts are built into `expect` and `grand`. For Hermitian F and X, `grand_real` shows that tr((F − m)X) equals its real part, so Ω(X) is then the trace itself. B is not assumed to commute with F, which admits environments spanned by localised occupied orbitals.

In projector-based embedding the occupied space is split into subsystem and environment, and the theorem says that, for a fixed one-electron operator that commutes with D and is gapped at m, in a finite basis with orthogonality imposed exactly, reoptimising the subsystem returns the X with X + B = D. F does not respond to X, so self-consistency and a different level of theory in the subsystem are absent. A finite level shift, which in general enforces XB = 0 approximately rather than exactly (a large enough finite shift is exact when B commutes with F), is absent as well.

## The excess energy as two terms of definite sign

The adjoint of BD = B is DB = B. Hence

A² = D − DB − BD + B = D − B = A,  AB = DB − B = 0,  DA = D − DB = A,

and A is Hermitian. Conversely, AB = 0 gives DB = B and, by the adjoint, BD = B.

Let X be admissible, so XB = 0 and, by the adjoint, BX = 0. Define

V = (1 − D)X,  W = A(1 − X).

V measures how far X reaches into the virtual space, and W how much of A it leaves empty. G commutes with D and with 1 − D. For an idempotent P commuting with G, cyclicity gives

tr(G P X P) = tr(P G P X) = tr(G P X).

Since X² = X, we have VV† = (1 − D)X(1 − D), and therefore

tr(G VV†) = tr(G(1 − D)X) = tr(GX) − tr(GDX).

Since (1 − X)² = 1 − X and A² = A, we have WW† = A − AXA. Every term of (D − B)X(D − B) containing B vanishes because BX = XB = 0, so AXA = DXD and

tr(G WW†) = tr(GA) − tr(GDXD) = tr(GA) − tr(GDX).

Subtraction removes tr(GDX):

tr(GX) − tr(GA) = tr(G VV†) − tr(G WW†).

For any matrix M with columns Mⱼ,

Re tr(G MM†) = Re tr(M†GM) = Σⱼ Re⟨Mⱼ, G Mⱼ⟩.

A nonzero vector x has r = ⟨x, x⟩ > 0. With c = 1/√r the vector cx has unit norm and

Re⟨cx, F cx⟩ − m = c² Re⟨x, Gx⟩,

so Re⟨x, Gx⟩ is negative for nonzero x with Dx = x and positive for nonzero x with Dx = 0. From D(1 − D) = 0 follows DV = 0, so the columns of V are virtual and Re tr(G VV†) ≥ 0. From DA = A follows DW = W, so the columns of W are occupied and Re tr(G WW†) ≤ 0. Thus Ω(X) − Ω(A) ≥ 0. If it vanishes, both sums vanish, every column is zero, and V = W = 0. The algebraic identity

X = V + BX − W + A

then gives X = A.

## How the lemmas carry the argument

`trace_cols` is the column sum, obtained from `trace_mul_comm` and the definition of the trace. `shifted_normalise` constructs r and c, and its closing `linear_combination m * hc` uses c²r = 1 to match the terms in m. `gap_sign` applies `occ` or `virt` to cx and divides by c² > 0. `sign_of_columns` carries a real factor `s`: if s Re⟨Mⱼ, G Mⱼ⟩ > 0 for each nonzero column, then s Re tr(G MM†) is a sum of nonnegative terms and vanishes only for M = 0.

`excess_identity` also assumes that D and B are projectors with BD = B, which its docstring leaves out. In its proof, `key` is the cyclic step for a commuting idempotent, `e1` is the formula for VV†, and `e2` is WW† = A − DXD, with `compl_idem` supplying (1 − X)² = 1 − X and later (1 − D)² = 1 − D. The main proof takes the real part of the identity as `hex`, records DV = 0 and DW = W as `hV` and `hW`, and calls `sign_of_columns` with s = 1 for V and s = −1 for W. `linarith` combines the two inequalities with `hex`, and the final `calc` is the identity for X.

## A three-level instance and failures in two levels

`embedding_witness` verifies all hypotheses at m = 0 for F = diag(−2, −1, 1) and D = diag(1, 1, 0) in the basis e₀, e₁, e₂, with B the projector on (e₀ + e₁)/√2, and it shows that F is Hermitian and FB ≠ BF. The values that follow are arithmetic done here in the text and are not among the theorems above. In this instance A projects on (e₀ − e₁)/√2, which is not an eigenvector of F, and Ω(A) = −3/2.

Take two levels e₀, e₁ with D = diag(1, 0) and m = 0. First remove FD = DF, with B = 0 and F having rows (−3, 4) and (4, 3). Unit occupied vectors have expectation −3 and unit virtual vectors +3, so `occ` and `virt` hold, and Ω(D) = −3. The projector X on the eigenvector (2e₀ − e₁)/√5 is admissible and has Ω(X) = −5, so minimality fails.

Next weaken `virt` to a non-strict inequality, with B = 0 and F = diag(−1, 0). Then X = 1 is admissible and Ω(1) = −1 = Ω(D), so uniqueness fails. Finally remove BD = B by taking B = diag(0, 1). Then D − B = diag(1, −1) is not idempotent and is not a candidate at all.
